# The alternating spin-flip sum is self-adjoint for the unweighted sum over finite spin configurations

On a finite set of sites, each carrying a spin +1 or −1, the operator `altFlip R` sends a real function F of the configurations to the sum, over all subsets A of a region R, of (−1)^|A| times F evaluated with the spins on A reversed. The theorem says that this operator can be moved from F to G in the sum over all configurations of the product of F and G. The functions are arbitrary and need not be normalised, and every configuration has equal weight. The attempt exchanges the order of summation on each side and compares the terms for each fixed A. It then relabels the configurations by the flip on A, which is its own inverse.

In Lean, a first try:

```lean
import Mathlib

namespace ClusterOrder

noncomputable section

/-- A configuration assigns a spin `+1` or `-1` to every site. -/
abbrev Config (ι : Type*) := ι → ℤˣ

variable {ι : Type*} [DecidableEq ι]

/-- The configuration obtained from `σ` by reversing the spins on the sites in `A`. -/
def flipOn (A : Finset ι) (σ : Config ι) : Config ι :=
  fun i => if i ∈ A then -σ i else σ i

/-- The alternating sum of `F` over all ways of flipping spins inside the region `R`. -/
def altFlip (R : Finset ι) (F : Config ι → ℝ) (σ : Config ι) : ℝ :=
  ∑ A ∈ R.powerset, (-1) ^ A.card * F (flipOn A σ)

variable [Fintype ι]

/-- The alternating flip sum is self-adjoint for the sum over all configurations. -/
theorem altFlip_selfAdjoint (R : Finset ι) (F G : Config ι → ℝ) :
    ∑ σ, altFlip R F σ * G σ = ∑ σ, F σ * altFlip R G σ := by
  have hinv : ∀ (A : Finset ι) (σ : Config ι), flipOn A (flipOn A σ) = σ := by
    intro A σ
    funext i
    by_cases hi : i ∈ A <;> simp [flipOn, hi]
  simp only [altFlip, Finset.sum_mul, Finset.mul_sum]
  conv_lhs => rw [Finset.sum_comm]
  conv_rhs => rw [Finset.sum_comm]
  refine Finset.sum_congr rfl fun A _ => ?_
  -- relabel the configurations by the flip on `A`
  refine Fintype.sum_equiv (Function.Involutive.toPerm (flipOn A) (hinv A)) _ _ fun σ => ?_
  rw [Function.Involutive.coe_toPerm, hinv]
  ring

end

end ClusterOrder
```

The error:

```
Main.lean:35:6: error: Tactic `rewrite` failed: Did not find an occurrence of the pattern
  ⇑(Function.Involutive.toPerm ?m.113 ?h)
in the target expression
  (-1) ^ A.card * F (flipOn A σ) * G σ =
    F ((Function.Involutive.toPerm (flipOn A) ⋯) σ) *
      ((-1) ^ A.card * G (flipOn A ((Function.Involutive.toPerm (flipOn A) ⋯) σ)))

ι : Type u_1
inst✝¹ : DecidableEq ι
inst✝ : Fintype ι
R : Finset ι
F G : Config ι → ℝ
hinv : ∀ (A : Finset ι) (σ : Config ι), flipOn A (flipOn A σ) = σ
A : Finset ι
x✝ : A ∈ R.powerset
σ : Config ι
⊢ (-1) ^ A.card * F (flipOn A σ) * G σ =
    F ((Function.Involutive.toPerm (flipOn A) ⋯) σ) *
      ((-1) ^ A.card * G (flipOn A ((Function.Involutive.toPerm (flipOn A) ⋯) σ)))

Note: The target expression is not type-correct under the `implicit` transparency level, which may have triggered the failure. This is usually caused by unfolding of semireducible definitions in prior tactic steps. Use `set_option linter.tacticCheckInstances true` to investigate the source of the issue.
Full error:
  Application type mismatch: The argument
    hinv A
  has type
    ∀ (σ : Config ι), flipOn A (flipOn A σ) = σ
  but is expected to have type
    Function.Involutive (flipOn A)
  in the application
    Function.Involutive.toPerm (flipOn A) ⋯
```

The message says that `rw` found no match for the coercion of `Function.Involutive.toPerm`, although such terms are visible in the goal. Lean's note points to the reason: the proof inside them, `hinv A`, has the type `∀ σ, flipOn A (flipOn A σ) = σ`, where `Function.Involutive (flipOn A)` is expected. The two agree once the definition is unfolded, so the earlier `refine` accepted the proof, but they do not agree at the `implicit` transparency level named in the note.

The repair states `hinv` as `Function.Involutive` from the start, which removes this mismatch. `change` then writes the goal directly in terms of `flipOn`, to which the permutation's action is equal by definition, so `coe_toPerm` is no longer needed. Since `hinv` no longer displays an equation, `h2` states the one required for this `A` and `σ`. Rewriting with `h2` turns the double flip into `σ`, and `ring` reorders the factors. The messages do not show whether the old rewrite would have worked with the new `hinv` alone.

Lean accepts the file once it reads:

```diff
@@ -23,5 +23,5 @@
 theorem altFlip_selfAdjoint (R : Finset ι) (F G : Config ι → ℝ) :
     ∑ σ, altFlip R F σ * G σ = ∑ σ, F σ * altFlip R G σ := by
-  have hinv : ∀ (A : Finset ι) (σ : Config ι), flipOn A (flipOn A σ) = σ := by
+  have hinv : ∀ A : Finset ι, Function.Involutive (flipOn A) := by
     intro A σ
     funext i
@@ -33,5 +33,8 @@
   -- relabel the configurations by the flip on `A`
   refine Fintype.sum_equiv (Function.Involutive.toPerm (flipOn A) (hinv A)) _ _ fun σ => ?_
-  rw [Function.Involutive.coe_toPerm, hinv]
+  change (-1) ^ A.card * F (flipOn A σ) * G σ =
+    F (flipOn A σ) * ((-1) ^ A.card * G (flipOn A (flipOn A σ)))
+  have h2 : flipOn A (flipOn A σ) = σ := hinv A σ
+  rw [h2]
   ring
 
```
